# The step that minimises the error bound for a force constant from noisy energies

One way to obtain a force constant from energies alone is to displace the geometry by $\pm h$ and form a second difference, for which a value of $h$ must be chosen. For one displacement coordinate, a bounded fourth derivative and bounded energy errors, that choice can be made by minimising an error bound.

Let $V$ be the exact potential, $W$ the energies actually read, and $x$ the reference geometry, which need not be a minimum. The estimate of the force constant $V''(x)$ is `secondDifference W x h`.

In Lean 4 with Mathlib:

```lean
import Mathlib

namespace ForceConstantSecondDifference

noncomputable section

/-- The central second difference of the values `F` at `x` with step `h`, for `h ≠ 0`. -/
def secondDifference (F : ℝ → ℝ) (x h : ℝ) : ℝ :=
  (F (x + h) - 2 * F x + F (x - h)) / h ^ 2
```

With $K$ bounding $|V''''|$ and $e$ bounding $|W-V|$, the error bound is $B(h)=Kh^2/12+4e/h^2$, and for $K,e>0$ its minimiser over $h>0$ will be $h_0=(48e/K)^{1/4}$.

```lean
/-- The sum of the truncation bound and the noise bound for step `h`, for `h ≠ 0`. -/
def errorBound (K e h : ℝ) : ℝ := K * h ^ 2 / 12 + 4 * e / h ^ 2

/-- The step `(48 e / K) ^ (1/4)`, for `K > 0` and `e ≥ 0`. -/
def optimalStep (K e : ℝ) : ℝ := (48 * e / K) ^ (1 / 4 : ℝ)
```

Two more definitions give a potential and readings for which the bound is exact.

```lean
/-- The purely quartic potential `K y⁴ / 24`. -/
def quarticWell (K y : ℝ) : ℝ := K / 24 * y ^ 4

/-- Readings of the quartic potential that are too low by `e` at the origin and too high by `e`
everywhere else. -/
def worstReadings (K e y : ℝ) : ℝ := quarticWell K y + if y = 0 then -e else e
```

## Four continuous derivatives of the potential

`ContDiff ℝ 4 V` says that the energy curve is smooth, without kinks from a surface crossing, for instance. By hand, it allows four differentiations of

$$R(t)=V(x+t)+V(x-t)-2V(x)-t^2V''(x),$$

which give

$$\begin{aligned}
R'(t)&=V'(x+t)-V'(x-t)-2tV''(x),\\
R''(t)&=V''(x+t)+V''(x-t)-2V''(x),\\
R'''(t)&=V'''(x+t)-V'''(x-t),\\
R''''(t)&=V''''(x+t)+V''''(x-t).
\end{aligned}$$

$R$ and its first three derivatives vanish at $t=0$. Without this smoothness the order in $h$ can drop: for $V=|y|^3$ at $x=0$ the error is $2h$, not of order $h^2$.

The next lemma does one integration, by comparing a function with a power whose derivative dominates its own.

```lean
/-- A function that vanishes at zero and whose slope is at most `C tⁿ` in size for `t ≥ 0` is
itself at most `C tⁿ⁺¹ / (n + 1)` in size there. -/
theorem abs_le_of_deriv_le {u u' : ℝ → ℝ} {C : ℝ} (n : ℕ)
    (hu : ∀ t, HasDerivAt u (u' t) t) (h0 : u 0 = 0)
    (hb : ∀ t, 0 ≤ t → |u' t| ≤ C * t ^ n) :
    ∀ t, 0 ≤ t → |u t| ≤ C / ((n : ℝ) + 1) * t ^ (n + 1) := by
  intro t ht
  have hB : ∀ s : ℝ, HasDerivAt (fun s : ℝ => C / ((n : ℝ) + 1) * s ^ (n + 1))
      (C * s ^ n) s := by
    intro s
    refine ((hasDerivAt_pow (n + 1) s).const_mul (C / ((n : ℝ) + 1))).congr_deriv ?_
    have hn : (n : ℝ) + 1 ≠ 0 := by positivity
    rw [Nat.add_sub_cancel, Nat.cast_add, Nat.cast_one, ← mul_assoc, div_mul_cancel₀ _ hn]
  exact image_norm_le_of_norm_deriv_right_le_deriv_boundary (a := 0) (b := t)
    (fun s _ => (hu s).continuousAt.continuousWithinAt)
    (fun s _ => (hu s).hasDerivWithinAt) (by simp [h0]) hB
    (fun s hs => hb s hs.1) ⟨ht, le_rfl⟩
```

## A bound on the fourth derivative

A cubic potential is anharmonic but has $V''''=0$, and its second difference is exact. In general the constant $K$ limits the size of $V''''$. It gives $|R''''|\le 2K$, and integrating from zero gives, for $t\ge0$,

$$|R'''|\le 2Kt,\quad |R''|\le Kt^2,\quad |R'|\le \tfrac13Kt^3,\quad |R|\le\tfrac1{12}Kt^4.$$

The truncation error is $|R(h)|/h^2$, so it is at most $Kh^2/12$.

In the proof, `g0` to `g3` are the derivatives of $R$, and `b3` to `b0` are the four integrations. The hypothesis `hK` enters at `b3`.

```lean
/-- With exact energies, the second difference misses the second derivative of the potential
by at most `K h² / 12`. -/
theorem truncation_error {V : ℝ → ℝ} {K : ℝ} (hV : ContDiff ℝ 4 V)
    (hK : ∀ y, |iteratedDeriv 4 V y| ≤ K) (x : ℝ) {h : ℝ} (hh : 0 < h) :
    |secondDifference V x h - iteratedDeriv 2 V x| ≤ K * h ^ 2 / 12 := by
  have hd : ∀ k : ℕ, k < 4 → ∀ y,
      HasDerivAt (iteratedDeriv k V) (iteratedDeriv (k + 1) V y) y := by
    intro k hk y
    rw [iteratedDeriv_succ]
    exact (hV.differentiable_iteratedDeriv k (by exact_mod_cast hk) y).hasDerivAt
  have h0 : ∀ y, HasDerivAt V (iteratedDeriv 1 V y) y := by
    intro y
    simpa using hd 0 (by norm_num) y
  have h1 : ∀ y, HasDerivAt (iteratedDeriv 1 V) (iteratedDeriv 2 V y) y := hd 1 (by norm_num)
  have h2 : ∀ y, HasDerivAt (iteratedDeriv 2 V) (iteratedDeriv 3 V y) y := hd 2 (by norm_num)
  have h3 : ∀ y, HasDerivAt (iteratedDeriv 3 V) (iteratedDeriv 4 V y) y := hd 3 (by norm_num)
  -- the symmetric remainder and its successive derivatives in the step
  have g0 : ∀ t, HasDerivAt
      (fun t => V (x + t) + V (x - t) - 2 * V x - t ^ 2 * iteratedDeriv 2 V x)
      (iteratedDeriv 1 V (x + t) - iteratedDeriv 1 V (x - t) - 2 * t * iteratedDeriv 2 V x) t := by
    intro t
    have hs : HasDerivAt (fun s : ℝ => s ^ 2) (2 * t) t := by simpa using hasDerivAt_pow 2 t
    exact (((((h0 (x + t)).comp_const_add x t).fun_add
      ((h0 (x - t)).comp_const_sub x t)).sub_const (2 * V x)).fun_sub
      (hs.mul_const (iteratedDeriv 2 V x))).congr_deriv (by ring)
  have g1 : ∀ t, HasDerivAt
      (fun t => iteratedDeriv 1 V (x + t) - iteratedDeriv 1 V (x - t)
        - 2 * t * iteratedDeriv 2 V x)
      (iteratedDeriv 2 V (x + t) + iteratedDeriv 2 V (x - t) - 2 * iteratedDeriv 2 V x) t :=
    fun t => ((((h1 (x + t)).comp_const_add x t).fun_sub
      ((h1 (x - t)).comp_const_sub x t)).fun_sub
      (((hasDerivAt_id' t).const_mul 2).mul_const (iteratedDeriv 2 V x))).congr_deriv (by ring)
  have g2 : ∀ t, HasDerivAt
      (fun t => iteratedDeriv 2 V (x + t) + iteratedDeriv 2 V (x - t) - 2 * iteratedDeriv 2 V x)
      (iteratedDeriv 3 V (x + t) - iteratedDeriv 3 V (x - t)) t :=
    fun t => ((((h2 (x + t)).comp_const_add x t).fun_add
      ((h2 (x - t)).comp_const_sub x t)).sub_const _).congr_deriv (by ring)
  have g3 : ∀ t, HasDerivAt
      (fun t => iteratedDeriv 3 V (x + t) - iteratedDeriv 3 V (x - t))
      (iteratedDeriv 4 V (x + t) + iteratedDeriv 4 V (x - t)) t :=
    fun t => (((h3 (x + t)).comp_const_add x t).fun_sub
      ((h3 (x - t)).comp_const_sub x t)).congr_deriv (by ring)
  -- integrate the bound on the fourth derivative four times
  have b3 := abs_le_of_deriv_le (C := 2 * K) 0 g3 (by simp only [add_zero, sub_zero]; ring)
    (fun t _ => by
      rw [pow_zero, mul_one]
      linarith [abs_add_le (iteratedDeriv 4 V (x + t)) (iteratedDeriv 4 V (x - t)),
        hK (x + t), hK (x - t)])
  have b2 := abs_le_of_deriv_le 1 g2 (by simp only [add_zero, sub_zero]; ring) b3
  have b1 := abs_le_of_deriv_le 2 g1 (by simp only [add_zero, sub_zero]; ring) b2
  have b0 := abs_le_of_deriv_le 3 g0 (by simp only [add_zero, sub_zero]; ring) b1
  have key : |V (x + h) + V (x - h) - 2 * V x - h ^ 2 * iteratedDeriv 2 V x|
      ≤ K * h ^ 2 / 12 * h ^ 2 := (b0 h hh.le).trans_eq (by push_cast; ring)
  have hq : secondDifference V x h - iteratedDeriv 2 V x =
      (V (x + h) + V (x - h) - 2 * V x - h ^ 2 * iteratedDeriv 2 V x) / h ^ 2 := by
    rw [secondDifference, eq_div_iff (pow_pos hh 2).ne', sub_mul,
      div_mul_cancel₀ _ (pow_pos hh 2).ne']
    ring
  rw [hq, abs_div, abs_of_pos (pow_pos hh 2), div_le_iff₀ (pow_pos hh 2)]
  exact key
```

Without such a $K$, no bound $Ch^2$ on the truncation error holds for all $x$ and all $h>0$, because the error divided by $h^2$ tends to $V''''(x)/12$ as $h\to0$. The theorem asks for it on the whole line, which a Morse curve violates on its repulsive side; the argument by hand needs it only between $x-h$ and $x+h$.

## Readings within $e$, and a positive step

The number $e$ is an upper bound on the size of the energy errors, such as those left by incomplete self-consistency. Writing $\delta=W-V$, the readings add

$$\left|\frac{\delta(x+h)-2\delta(x)+\delta(x-h)}{h^2}\right|\le\frac{e+2e+e}{h^2}=\frac{4e}{h^2}.$$

This is `noise` in the proof; `split` separates it from truncation. Without a limit on $\delta$, one bad reading can spoil the estimate arbitrarily. Gaussian noise has no such limit, and rounding in forming the difference is not modelled.

The condition $h>0$ permits the division by $h^2$. It also matters for uniqueness, since $-h_0$ gives the same bound.

```lean
/-- With energies read to within `e`, the second difference misses the second derivative of the
potential by at most `K h² / 12 + 4 e / h²`. -/
theorem measured_error {V W : ℝ → ℝ} {K e : ℝ} (hV : ContDiff ℝ 4 V)
    (hK : ∀ y, |iteratedDeriv 4 V y| ≤ K) (hW : ∀ y, |W y - V y| ≤ e)
    (x : ℝ) {h : ℝ} (hh : 0 < h) :
    |secondDifference W x h - iteratedDeriv 2 V x| ≤ errorBound K e h := by
  have split : secondDifference W x h - iteratedDeriv 2 V x =
      (secondDifference V x h - iteratedDeriv 2 V x) +
      ((W (x + h) - V (x + h)) - 2 * (W x - V x) + (W (x - h) - V (x - h))) / h ^ 2 := by
    unfold secondDifference
    ring
  -- the three reading errors enter with weights 1, 2, 1
  have noise : |(W (x + h) - V (x + h)) - 2 * (W x - V x) + (W (x - h) - V (x - h))|
      ≤ 4 * e := by
    have p := abs_le.mp (hW (x + h))
    have q := abs_le.mp (hW x)
    have r := abs_le.mp (hW (x - h))
    exact abs_le.mpr ⟨by linarith [p.1, q.2, r.1], by linarith [p.2, q.1, r.2]⟩
  rw [split]
  refine (abs_add_le _ _).trans (add_le_add (truncation_error hV hK x hh) ?_)
  rw [abs_div, abs_of_pos (pow_pos hh 2)]
  exact div_le_div_of_nonneg_right noise (pow_pos hh 2).le
```

## Both constants positive

The conditions $K>0$ and $e>0$ make the two terms of the bound compete. Since $h_0^4=48e/K$, we have $4e=Kh_0^4/12$, so

$$B(h)=\frac K{12}\left(h^2+\frac{h_0^4}{h^2}\right)=\frac{Kh_0^2}{6}+\frac{K(h^2-h_0^2)^2}{12h^2}.$$

Also $(Kh_0^2/12)^2=Ke/3$, so the first term is $2\sqrt{Ke/3}$. In the proof, `h4` supplies $h_0^4$ and `hroot` the square root.

```lean
/-- The error bound is `2 √(K e / 3)` plus a square that measures the distance of `h²` from the
square of the optimal step. -/
theorem errorBound_eq {K e h : ℝ} (hK : 0 < K) (he : 0 < e) (hh : 0 < h) :
    errorBound K e h = 2 * √(K * e / 3) +
      K * (h ^ 2 - optimalStep K e ^ 2) ^ 2 / (12 * h ^ 2) := by
  have h4 : optimalStep K e ^ 4 = 48 * e / K := by
    rw [optimalStep, ← Real.rpow_natCast, ← Real.rpow_mul (by positivity)]
    norm_num
  rw [eq_div_iff hK.ne'] at h4
  have hroot : √(K * e / 3) = K * optimalStep K e ^ 2 / 12 := by
    rw [show K * e / 3 = (K * optimalStep K e ^ 2 / 12) ^ 2 by
      linear_combination (-K / 144) * h4]
    exact Real.sqrt_sq (by positivity)
  have h4e : 4 * e = K * optimalStep K e ^ 4 / 12 := by linarith
  rw [hroot, errorBound, h4e]
  field_simp
  ring
```

The last term vanishes at $h=h_0$ and is positive at every other $h>0$. The main theorem combines this with the error estimate.

```lean
/-- The second difference of noisy energies obeys the error bound for every step `h > 0`, and over
these steps the bound has the unique minimiser `(48 e / K) ^ (1/4)`, with value `2 √(K e / 3)`. -/
theorem optimal_second_difference {V W : ℝ → ℝ} {K e : ℝ} (hV : ContDiff ℝ 4 V)
    (hK : 0 < K) (he : 0 < e) (hV4 : ∀ y, |iteratedDeriv 4 V y| ≤ K)
    (hW : ∀ y, |W y - V y| ≤ e) (x : ℝ) :
    (∀ h, 0 < h → |secondDifference W x h - iteratedDeriv 2 V x| ≤ errorBound K e h) ∧
    0 < optimalStep K e ∧
    errorBound K e (optimalStep K e) = 2 * √(K * e / 3) ∧
    ∀ h, 0 < h → h ≠ optimalStep K e → 2 * √(K * e / 3) < errorBound K e h := by
  have ho : 0 < optimalStep K e := Real.rpow_pos_of_pos (by positivity) _
  refine ⟨fun h hh => measured_error hV hV4 hW x hh, ho, ?_, ?_⟩
  · rw [errorBound_eq hK he ho]
    simp
  · intro h hh hne
    rw [errorBound_eq hK he hh]
    have hsq : h ^ 2 - optimalStep K e ^ 2 ≠ 0 := by
      rw [sq_sub_sq]
      exact mul_ne_zero (by positivity) (sub_ne_zero.mpr hne)
    have : 0 < K * (h ^ 2 - optimalStep K e ^ 2) ^ 2 / (12 * h ^ 2) := by positivity
    linarith
```

In the limiting case $e=0$, $K>0$, the bound $Kh^2/12$ decreases towards zero as $h\to0$; for $K=0$, $e>0$, the bound $4e/h^2$ decreases as $h$ grows. Neither has a minimiser over $h>0$.

For $K=48$ and $e=10^{-4}$ in consistent units, $h_0=0.1$ and $B(h_0)=0.04+0.04=0.08$. Halving or doubling the step gives $0.17$.

## A quartic well that attains the bound

For $V(y)=Ky^4/24$, take readings too low by $e$ at the origin and too high by $e$ elsewhere. Since $V''(0)=0$, the error at the origin is

$$\frac{2(Kh^4/24+e)+2e}{h^2}=\frac{Kh^2}{12}+\frac{4e}{h^2}.$$

The proof differentiates the quartic through `d1` to `d4` and then evaluates this quotient. Here $K$ and $e$ may be zero. When both are positive, the minimum above shows that no step brings the error in this example below $2\sqrt{Ke/3}$.

```lean
/-- For the quartic potential, whose fourth derivative is `K`, and readings wrong by exactly `e`,
the error of the second difference at the origin equals the error bound for every step. -/
theorem errorBound_attained {K e : ℝ} (hK : 0 ≤ K) (he : 0 ≤ e) :
    ContDiff ℝ 4 (quarticWell K) ∧ (∀ y, iteratedDeriv 4 (quarticWell K) y = K) ∧
    (∀ y, |worstReadings K e y - quarticWell K y| = e) ∧
    ∀ h, 0 < h → |secondDifference (worstReadings K e) 0 h
      - iteratedDeriv 2 (quarticWell K) 0| = errorBound K e h := by
  have hd : ∀ (c : ℝ) (n : ℕ), deriv (fun y : ℝ => c * y ^ (n + 1)) =
      fun y => c * ((n : ℝ) + 1) * y ^ n := by
    intro c n
    funext y
    refine (((hasDerivAt_pow (n + 1) y).const_mul c).congr_deriv ?_).deriv
    rw [Nat.add_sub_cancel, Nat.cast_add, Nat.cast_one, mul_assoc]
  have d1 : deriv (quarticWell K) = fun y => K / 6 * y ^ 3 :=
    (hd (K / 24) 3).trans (by funext y; push_cast; ring)
  have d2 : deriv (fun y : ℝ => K / 6 * y ^ 3) = fun y => K / 2 * y ^ 2 :=
    (hd (K / 6) 2).trans (by funext y; push_cast; ring)
  have d3 : deriv (fun y : ℝ => K / 2 * y ^ 2) = fun y => K * y ^ 1 :=
    (hd (K / 2) 1).trans (by funext y; push_cast; ring)
  have d4 : deriv (fun y : ℝ => K * y ^ 1) = fun _ => K :=
    (hd K 0).trans (by funext y; push_cast; ring)
  refine ⟨?_, ?_, ?_, ?_⟩
  · change ContDiff ℝ 4 (fun y : ℝ => K / 24 * y ^ 4)
    fun_prop
  · intro y
    rw [iteratedDeriv_eq_iterate]
    change deriv (deriv (deriv (deriv (quarticWell K)))) y = K
    rw [d1, d2, d3, d4]
  · intro y
    rw [worstReadings, add_sub_cancel_left]
    split_ifs
    · rw [abs_neg, abs_of_nonneg he]
    · exact abs_of_nonneg he
  · intro h hh
    have hz : iteratedDeriv 2 (quarticWell K) 0 = 0 := by
      rw [iteratedDeriv_eq_iterate]
      change deriv (deriv (quarticWell K)) 0 = 0
      rw [d1, d2]
      norm_num
    have hv : secondDifference (worstReadings K e) 0 h = errorBound K e h := by
      simp only [secondDifference, worstReadings, quarticWell, errorBound, zero_add, zero_sub,
        neg_eq_zero, hh.ne', ↓reduceIte]
      field_simp
      ring
    rw [hz, sub_zero, hv]
    exact abs_of_nonneg (by unfold errorBound; positivity)

end

end ForceConstantSecondDifference
```

```lean
#print axioms ForceConstantSecondDifference.optimal_second_difference
#print axioms ForceConstantSecondDifference.errorBound_attained
```

```
'ForceConstantSecondDifference.optimal_second_difference' depends on axioms: [propext, Classical.choice, Quot.sound]
'ForceConstantSecondDifference.errorBound_attained' depends on axioms: [propext, Classical.choice, Quot.sound]
```
